# Kramers averaging gives an odd-electron determinant fractional occupations

## One electron and its missing partner

Put one electron in the spin-up state of a two-dimensional spinor space. Its density matrix is $P=\mathrm{diag}(1,0)$, and time reversal turns it into $P'=\mathrm{diag}(0,1)$. The average $\tfrac12(P+P')=\tfrac12\,\mathbb 1$ is invariant under time reversal, but it holds half an electron in each spinor and is not idempotent.

Another spin direction doesn't help. Time reversal sends $\varphi=(a,b)$ to $T\varphi=(-\bar b,\bar a)$, and $\langle\varphi|T\varphi\rangle=-\bar a\bar b+\bar b\bar a=0$. The partner is always orthogonal to the original, so one occupied spinor cannot span a time-reversal-invariant space.

## Density matrices in a Kramers-paired basis

Take a finite orthonormal basis of Kramers pairs, labelled by a set $n$, with all first partners ("spin up") before all second partners ("spin down"). On coefficient vectors, time reversal is complex conjugation followed by
$$U=\begin{pmatrix}0&-1\\1&0\end{pmatrix}.$$
A determinant has a density matrix $P$ with $P^\dagger=P$ and $P^2=P$. Its time reverse and the Kramers average are
$$P'=U\bar P U^{-1},\qquad D=\tfrac12(P+P').$$

The results are:

- $D^2=D$ if and only if $P'=P$, and then $\operatorname{rank}P$ is even.
- If $P'\neq P$, then $D$ has an eigenvalue strictly between 0 and 1.
- The latter always happens for a determinant of an odd number $N$ of orthonormal spinors.

For four-component mean-field work in such a finite basis, this means that averaging a single odd-electron determinant to restore Kramers symmetry produces an ensemble-like one-particle density matrix, not that of another determinant.

## The idempotency defect

Since $U^2=-\mathbb 1$, we have $U^{-1}=-U=U^\dagger$. Hence $P'$ is Hermitian, and $P'^2=U\bar P\bar PU^{-1}=P'$. Expanding with $P^2=P$ and $P'^2=P'$,
$$D-D^2=\tfrac14(P+P'-PP'-P'P)=\tfrac14(P-P')^2 .$$
If $D^2=D$, the Hermitian matrix $K=P-P'$ satisfies $K^\dagger K=K^2=0$. Then $\|Kx\|^2=0$ for every $x$, so $K=0$. Conversely, $P'=P$ gives $D=P$, which is idempotent.

Three electrons in two Kramers pairs show the numbers. In the order $1\!\uparrow,2\!\uparrow,1\!\downarrow,2\!\downarrow$, let $P=\mathrm{diag}(1,1,1,0)$. Then $P'=\mathrm{diag}(1,0,1,1)$ and $D=\mathrm{diag}(1,\tfrac12,1,\tfrac12)$. Both sides of the defect formula equal $\mathrm{diag}(0,\tfrac14,0,\tfrac14)$.

## Why an invariant projector has even rank

Let $P'=P$ and $r=\operatorname{rank}P$. Take a basis of the range of $P$ as the columns of $B$, and let $C$ give the coordinates of $Px$ in that basis. Then $BC=P$ and $CB=\mathbb 1_r$. Hermiticity gives $\bar P=P^T$, so $UP^TU^{-1}=P$.

Define $W=CUC^T$. Because $U^T=-U$, we have $W^T=-W$. Also
$$W\,(B^TU^{-1}B)=CU(BC)^TU^{-1}B=CPB=(CB)(CB)=\mathbb 1_r ,$$
so $\det W\neq0$. But $\det W=\det W^T=(-1)^r\det W$, which forces $r$ to be even. For an orthonormal basis $b_i$ and $C=B^\dagger$, the entries are $W_{ij}=\langle b_i|Tb_j\rangle$, and the zero diagonal is the orthogonality seen for one electron.

## From a defect to a fractional occupation

Let $Dv=fv$ with $v\ne0$; $f$ is real because $D$ is Hermitian. The defect formula gives
$$(f-f^2)\|v\|^2=\tfrac14\|(P-P')v\|^2\ge0,$$
so $0\le f\le1$. If every eigenvalue were 0 or 1, the spectral theorem would give $D^2=D$, hence $P'=P$. When $P'\ne P$, some $f$ therefore lies strictly between.

For $N$ orthonormal spinors, now let $C$ be their coefficient matrix, with $C^\dagger C=\mathbb 1_N$. Then $P=CC^\dagger$ is a Hermitian projector of rank $N$. If $N$ is odd, $P'=P$ is impossible, and a fractional occupation follows.

## An oblique projector that breaks the equivalence

Idempotency of $P$ alone is not enough for the first result. With two Kramers pairs, put
$$p=\begin{pmatrix}1&i\\0&0\end{pmatrix},\qquad P=\begin{pmatrix}p&0\\0&p\end{pmatrix}.$$
Here $P^2=P$, but $P$ is not Hermitian. Its time reverse has $\bar p$ in both blocks, so $P'\ne P$. Yet $D=\mathrm{diag}(1,0,1,0)$ is idempotent: the nonzero matrix $P-P'$ squares to zero.

## Reading the Lean statements

The index type `n ⊕ n` holds the two members of each pair. `kramersU`, `timeReverse` and `kramersAverage` are $U$, $P'$ and $D$, with `P.map (starRingEnd ℂ)` for entrywise conjugation. The hypotheses `hH` and `hP` say that $P$ is a Hermitian projector.

In `odd_determinant_fractional`, the columns of `C` are the occupied spinors and `hC` is their orthonormality. The conclusion supplies a real `f` and a nonzero `v`; the normalised natural spinor is $v/\|v\|$, with the same occupation. The theorem doesn't give the value of $f$. No Hamiltonian or energy enters, and a non-orthogonal basis must first be orthonormalised in a way that keeps the pairing.

```lean
import Mathlib

open Matrix
open scoped ComplexOrder

namespace KramersRestriction

noncomputable section

variable {n : Type*} [Fintype n] [DecidableEq n]

/-- The unitary part `U = [[0, -1], [1, 0]]` of time reversal, in spin-up and spin-down blocks. -/
def kramersU (n : Type*) [DecidableEq n] : Matrix (n ⊕ n) (n ⊕ n) ℂ :=
  fromBlocks 0 (-1) 1 0

/-- The time-reversed density matrix `P' = U conj(P) U⁻¹`. -/
def timeReverse (P : Matrix (n ⊕ n) (n ⊕ n) ℂ) : Matrix (n ⊕ n) (n ⊕ n) ℂ :=
  kramersU n * P.map (starRingEnd ℂ) * (kramersU n)⁻¹

/-- The Kramers-averaged density matrix `(P + P') / 2`. -/
def kramersAverage (P : Matrix (n ⊕ n) (n ⊕ n) ℂ) : Matrix (n ⊕ n) (n ⊕ n) ℂ :=
  (1 / 2 : ℂ) • (P + timeReverse P)

/-- The matrix `U` squares to `-1`, and its inverse is `-U`. -/
theorem kramersU_sq_and_inv :
    kramersU n * kramersU n = -1 ∧ (kramersU n)⁻¹ = -kramersU n := by
  have h : kramersU n * kramersU n = -1 := by
    rw [kramersU, fromBlocks_multiply, ← fromBlocks_one, fromBlocks_neg]
    simp
  exact ⟨h, Matrix.inv_eq_right_inv (by rw [_root_.mul_neg, h, neg_neg])⟩

/-- Time reversal exchanges the two spin-diagonal blocks, exchanges the two spin-flip blocks with
a change of sign, and conjugates all four. -/
theorem timeReverse_fromBlocks (A B C D : Matrix n n ℂ) :
    timeReverse (fromBlocks A B C D) =
      fromBlocks (D.map (starRingEnd ℂ)) (-(C.map (starRingEnd ℂ)))
        (-(B.map (starRingEnd ℂ))) (A.map (starRingEnd ℂ)) := by
  rw [timeReverse, kramersU_sq_and_inv.2, kramersU, fromBlocks_map, fromBlocks_neg,
    fromBlocks_multiply, fromBlocks_multiply]
  simp

/-- The time reverse of a Hermitian projector is a Hermitian projector. -/
theorem timeReverse_projector {P : Matrix (n ⊕ n) (n ⊕ n) ℂ}
    (hH : P.IsHermitian) (hP : P * P = P) :
    (timeReverse P).IsHermitian ∧ timeReverse P * timeReverse P = timeReverse P := by
  have hc : (P.map (starRingEnd ℂ))ᴴ = P.map (starRingEnd ℂ) := by
    ext i j
    simp only [conjTranspose_apply, map_apply]
    exact congrArg star (hH.apply i j)
  have hcc : P.map (starRingEnd ℂ) * P.map (starRingEnd ℂ) = P.map (starRingEnd ℂ) := by
    rw [← Matrix.map_mul, hP]
  have hU : (kramersU n)ᴴ = -kramersU n := by
    rw [kramersU, fromBlocks_conjTranspose, fromBlocks_neg]
    simp
  rw [timeReverse, kramersU_sq_and_inv.2]
  generalize P.map (starRingEnd ℂ) = R at hc hcc
  constructor
  · rw [Matrix.IsHermitian, conjTranspose_mul, conjTranspose_mul, conjTranspose_neg, hU, hc]
    noncomm_ring
  · calc kramersU n * R * -kramersU n * (kramersU n * R * -kramersU n)
        = kramersU n * R * (kramersU n * kramersU n) * R * kramersU n := by noncomm_ring
      _ = -(kramersU n * (R * R) * kramersU n) := by
          rw [kramersU_sq_and_inv.1]; noncomm_ring
      _ = kramersU n * R * -kramersU n := by rw [hcc]; noncomm_ring

/-- For a Hermitian projector `P`, the idempotency defect of the averaged density matrix `D` is
`D - D² = (P - P')² / 4`. -/
theorem kramersAverage_defect {P : Matrix (n ⊕ n) (n ⊕ n) ℂ}
    (hH : P.IsHermitian) (hP : P * P = P) :
    kramersAverage P - kramersAverage P * kramersAverage P =
      (1 / 4 : ℂ) • ((P - timeReverse P) * (P - timeReverse P)) := by
  have hQ := (timeReverse_projector hH hP).2
  simp only [kramersAverage, Matrix.smul_mul, Matrix.mul_smul, Matrix.mul_add, Matrix.add_mul,
    Matrix.mul_sub, Matrix.sub_mul, hP, hQ]
  module

/-- A Hermitian projector that equals its own time reverse has even rank. -/
theorem even_rank_of_timeReverse_eq {P : Matrix (n ⊕ n) (n ⊕ n) ℂ}
    (hH : P.IsHermitian) (hP : P * P = P) (hT : timeReverse P = P) : Even P.rank := by
  -- factor the projector through a basis of its range
  obtain ⟨B, C, hBC, hCB⟩ : ∃ B : Matrix (n ⊕ n) (Fin P.rank) ℂ,
      ∃ C : Matrix (Fin P.rank) (n ⊕ n) ℂ, B * C = P ∧ C * B = 1 := by
    have hr : Module.finrank ℂ (LinearMap.range (toLin' P)) = P.rank := by
      rw [Matrix.rank, Matrix.toLin'_apply']
    let b := Module.finBasisOfFinrankEq ℂ _ hr
    refine ⟨LinearMap.toMatrix b (Pi.basisFun ℂ (n ⊕ n)) (LinearMap.range (toLin' P)).subtype,
      LinearMap.toMatrix (Pi.basisFun ℂ (n ⊕ n)) b (toLin' P).rangeRestrict, ?_, ?_⟩
    · have h : (LinearMap.range (toLin' P)).subtype ∘ₗ (toLin' P).rangeRestrict = toLin' P :=
        LinearMap.ext fun _ => rfl
      rw [← LinearMap.toMatrix_comp, h, LinearMap.toMatrix_eq_toMatrix',
        LinearMap.toMatrix'_toLin']
    · have h : (toLin' P).rangeRestrict ∘ₗ (LinearMap.range (toLin' P)).subtype
          = LinearMap.id := by
        refine LinearMap.ext ?_
        rintro ⟨_, x, rfl⟩
        apply Subtype.ext
        change toLin' P (toLin' P x) = toLin' P x
        simp only [toLin'_apply, mulVec_mulVec, hP]
      rw [← LinearMap.toMatrix_comp, h, LinearMap.toMatrix_id]
  have hPT : kramersU n * Pᵀ * (kramersU n)⁻¹ = P := by
    have h : P.map (starRingEnd ℂ) = Pᵀ := by
      ext i j
      exact hH.apply j i
    rw [← h]
    exact hT
  have hU : (kramersU n)ᵀ = -kramersU n := by
    rw [kramersU, fromBlocks_transpose, fromBlocks_neg]
    simp
  -- time reversal restricted to the range is antisymmetric and invertible
  have hanti : (C * kramersU n * Cᵀ)ᵀ = -(C * kramersU n * Cᵀ) := by
    rw [transpose_mul, transpose_mul, transpose_transpose, hU, Matrix.neg_mul, Matrix.mul_neg,
      Matrix.mul_assoc]
  have hinv : (C * kramersU n * Cᵀ) * (Bᵀ * (kramersU n)⁻¹ * B) = 1 := by
    calc (C * kramersU n * Cᵀ) * (Bᵀ * (kramersU n)⁻¹ * B)
        = C * (kramersU n * (B * C)ᵀ * (kramersU n)⁻¹) * B := by
          simp only [transpose_mul, Matrix.mul_assoc]
      _ = C * P * B := by rw [hBC, hPT]
      _ = C * (B * C) * B := by rw [hBC]
      _ = (C * B) * (C * B) := by simp only [Matrix.mul_assoc]
      _ = 1 := by rw [hCB, Matrix.mul_one]
  generalize C * kramersU n * Cᵀ = W at hanti hinv
  by_contra hE
  have hodd := Nat.not_even_iff_odd.mp hE
  have hd : W.det = -W.det := by
    calc W.det = Wᵀ.det := (det_transpose W).symm
      _ = (-W).det := by rw [hanti]
      _ = -W.det := by rw [det_neg, Fintype.card_fin, hodd.neg_one_pow, neg_one_mul]
  have h0 : W.det = 0 := by linear_combination hd / 2
  have h1 := congrArg Matrix.det hinv
  rw [det_mul, h0, zero_mul, det_one] at h1
  exact zero_ne_one h1

/-- For a Hermitian projector `P`, the average `(P + P') / 2` is idempotent exactly when `P' = P`,
and its idempotency forces the rank of `P` to be even. -/
theorem kramersAverage_idempotent {P : Matrix (n ⊕ n) (n ⊕ n) ℂ}
    (hH : P.IsHermitian) (hP : P * P = P) :
    (kramersAverage P * kramersAverage P = kramersAverage P ↔ timeReverse P = P) ∧
      (kramersAverage P * kramersAverage P = kramersAverage P → Even P.rank) := by
  have hfwd : kramersAverage P * kramersAverage P = kramersAverage P → timeReverse P = P := by
    intro h
    have hdef := kramersAverage_defect hH hP
    rw [h, sub_self] at hdef
    have hsq := (smul_eq_zero.mp hdef.symm).resolve_left (by norm_num)
    -- a Hermitian matrix with vanishing square vanishes
    have hK := hH.sub (timeReverse_projector hH hP).1
    have h0 : (P - timeReverse P)ᴴ * (P - timeReverse P) = 0 := by rw [hK.eq, hsq]
    exact (sub_eq_zero.mp (conjTranspose_mul_self_eq_zero.mp h0)).symm
  refine ⟨⟨hfwd, fun h => ?_⟩, fun h => even_rank_of_timeReverse_eq hH hP (hfwd h)⟩
  have h2 : kramersAverage P = P := by
    rw [kramersAverage, h]
    module
  rw [h2, hP]

/-- If a Hermitian projector differs from its time reverse, the averaged density matrix has a
natural spinor with occupation strictly between 0 and 1. -/
theorem exists_fractional_occupation {P : Matrix (n ⊕ n) (n ⊕ n) ℂ}
    (hH : P.IsHermitian) (hP : P * P = P) (hne : timeReverse P ≠ P) :
    ∃ (f : ℝ) (v : n ⊕ n → ℂ), v ≠ 0 ∧ 0 < f ∧ f < 1 ∧
      kramersAverage P *ᵥ v = (f : ℂ) • v := by
  have hQ := (timeReverse_projector hH hP).1
  have hK := hH.sub hQ
  have hD : (kramersAverage P).IsHermitian := by
    have hs : star (1 / 2 : ℂ) = 1 / 2 := by simp
    rw [Matrix.IsHermitian, kramersAverage, conjTranspose_smul, conjTranspose_add, hH.eq, hQ.eq,
      hs]
  have hnorm : ∀ x : n ⊕ n → ℂ, star x ⬝ᵥ x = ((∑ j, Complex.normSq (x j) : ℝ) : ℂ) := by
    intro x
    rw [Complex.ofReal_sum]
    exact Finset.sum_congr rfl fun j _ => Complex.normSq_eq_conj_mul_self.symm
  by_contra hno
  -- otherwise every occupation is 0 or 1
  have key : ∀ i, hD.eigenvalues i * hD.eigenvalues i = hD.eigenvalues i := by
    intro i
    obtain ⟨v, hv0, hv⟩ : ∃ v : n ⊕ n → ℂ, v ≠ 0 ∧
        kramersAverage P *ᵥ v = (hD.eigenvalues i : ℂ) • v :=
      ⟨(hD.eigenvectorBasis i).ofLp,
        fun h => hD.eigenvectorBasis.orthonormal.ne_zero i (PiLp.ext fun j => congrFun h j),
        (hD.mulVec_eigenvectorBasis i).trans (by ext j; simp)⟩
    generalize hD.eigenvalues i = a at hv
    have hL : star v ⬝ᵥ ((kramersAverage P - kramersAverage P * kramersAverage P) *ᵥ v)
        = ((a : ℂ) - a * a) * (star v ⬝ᵥ v) := by
      rw [Matrix.sub_mulVec, ← mulVec_mulVec, hv, mulVec_smul, hv]
      simp only [dotProduct_sub, dotProduct_smul, smul_eq_mul]
      ring
    rw [kramersAverage_defect hH hP, Matrix.smul_mulVec, dotProduct_smul, smul_eq_mul,
      ← mulVec_mulVec, Matrix.dotProduct_mulVec] at hL
    have hw : star v ᵥ* (P - timeReverse P) = star ((P - timeReverse P) *ᵥ v) := by
      rw [Matrix.star_mulVec, hK.eq]
    rw [hw, hnorm, hnorm] at hL
    have hR : 1 / 4 * ∑ j, Complex.normSq (((P - timeReverse P) *ᵥ v) j)
        = (a - a * a) * ∑ j, Complex.normSq (v j) := by
      apply Complex.ofReal_injective
      push_cast at hL ⊢
      exact hL
    have hw0 : 0 ≤ ∑ j, Complex.normSq (((P - timeReverse P) *ᵥ v) j) :=
      Finset.sum_nonneg fun _ _ => Complex.normSq_nonneg _
    obtain ⟨j, hj⟩ := Function.ne_iff.mp hv0
    have hvpos : 0 < ∑ j, Complex.normSq (v j) :=
      Finset.sum_pos' (fun _ _ => Complex.normSq_nonneg _)
        ⟨j, Finset.mem_univ j, Complex.normSq_pos.mpr hj⟩
    have ha : 0 ≤ a - a * a := by
      by_contra h
      have := mul_neg_of_neg_of_pos (not_le.mp h) hvpos
      linarith
    by_cases h0 : 0 < a
    · have h1 : 1 ≤ a := by
        by_contra h
        exact hno ⟨a, v, hv0, h0, not_le.mp h, hv⟩
      exact le_antisymm (by linarith) (by nlinarith)
    · exact le_antisymm (by linarith) (by nlinarith [mul_self_nonneg a])
  -- the spectral theorem then makes the average idempotent
  have hd : diagonal ((RCLike.ofReal : ℝ → ℂ) ∘ hD.eigenvalues) *
      diagonal ((RCLike.ofReal : ℝ → ℂ) ∘ hD.eigenvalues) =
      diagonal ((RCLike.ofReal : ℝ → ℂ) ∘ hD.eigenvalues) := by
    rw [diagonal_mul_diagonal]
    congr 1
    funext i
    rw [Function.comp_apply, ← RCLike.ofReal_mul, key i]
  apply hne
  apply (kramersAverage_idempotent hH hP).1.mp
  rw [hD.spectral_theorem, ← _root_.map_mul, hd]

/-- For a determinant of an odd number `N` of orthonormal spinors (the columns of `C`), the
Kramers-averaged density matrix has an occupation strictly between 0 and 1. -/
theorem odd_determinant_fractional {N : ℕ} (hN : Odd N) (C : Matrix (n ⊕ n) (Fin N) ℂ)
    (hC : Cᴴ * C = 1) :
    ∃ (f : ℝ) (v : n ⊕ n → ℂ), v ≠ 0 ∧ 0 < f ∧ f < 1 ∧
      kramersAverage (C * Cᴴ) *ᵥ v = (f : ℂ) • v := by
  have hH : (C * Cᴴ).IsHermitian := isHermitian_mul_conjTranspose_self C
  have hP : C * Cᴴ * (C * Cᴴ) = C * Cᴴ := by
    calc C * Cᴴ * (C * Cᴴ) = C * (Cᴴ * C) * Cᴴ := by simp only [Matrix.mul_assoc]
      _ = C * Cᴴ := by rw [hC, Matrix.mul_one]
  have hr : (C * Cᴴ).rank = N := by
    rw [rank_self_mul_conjTranspose, ← rank_conjTranspose_mul_self, hC, Matrix.rank_one,
      Fintype.card_fin]
  refine exists_fractional_occupation hH hP fun hT => ?_
  have hE := even_rank_of_timeReverse_eq hH hP hT
  rw [hr] at hE
  exact Nat.not_even_iff_odd.mpr hN hE

/-- A density matrix with spin-up block `p`, spin-down block `conj(p)` and no spin-flip blocks
equals its own time reverse. -/
theorem closedShell_witness (p : Matrix n n ℂ) :
    timeReverse (fromBlocks p 0 0 (p.map (starRingEnd ℂ))) =
      fromBlocks p 0 0 (p.map (starRingEnd ℂ)) := by
  have h : (p.map (starRingEnd ℂ)).map (starRingEnd ℂ) = p := by
    ext i j
    simp
  rw [timeReverse_fromBlocks, h]
  simp

/-- When all spin-up spinors are filled and all spin-down spinors are empty, the Kramers average
is half the identity. -/
theorem spinPolarised_average :
    kramersAverage (fromBlocks (1 : Matrix n n ℂ) 0 0 0) = (1 / 2 : ℂ) • 1 := by
  rw [kramersAverage, timeReverse_fromBlocks, fromBlocks_add, ← fromBlocks_one]
  simp

end

end KramersRestriction
```

```lean
#print axioms KramersRestriction.odd_determinant_fractional
#print axioms KramersRestriction.spinPolarised_average
```

```
'KramersRestriction.odd_determinant_fractional' depends on axioms: [propext, Classical.choice, Quot.sound]
'KramersRestriction.spinPolarised_average' depends on axioms: [propext, Classical.choice, Quot.sound]
```

## The steps in the Lean proof

`kramersU_sq_and_inv` supplies $U^2=-\mathbb 1$ and $U^{-1}=-U$. `timeReverse_fromBlocks` multiplies out the blocks, and `timeReverse_projector` shows that $P'$ is a Hermitian projector, with `noncomm_ring` regrouping the products.

`kramersAverage_defect` expands both sides, replaces the squares of $P$ and $P'$, and lets `module` compare coefficients.

In `even_rank_of_timeReverse_eq`, the matrices `B` and `C` represent the inclusion of the range and the map onto it. `hanti` and `hinv` are the antisymmetry and invertibility of $W$. Assuming odd rank, `hd` states $\det W=-\det W$, which contradicts `hinv`.

`kramersAverage_idempotent` combines these results; `conjTranspose_mul_self_eq_zero` is the step from $K^\dagger K=0$ to $K=0$.

`exists_fractional_occupation` argues by contradiction. For each eigenvector, `hL` evaluates the expectation value of $D-D^2$ and `hR` is the resulting real equation. From it, `key` obtains $f^2=f$ for every eigenvalue, and `hD.spectral_theorem` carries this over to $D$. `odd_determinant_fractional` then needs only the projector property and the rank of $CC^\dagger$.

Two examples close the file. `closedShell_witness` gives invariant matrices with blocks $p$ and $\bar p$; they are closed-shell determinants when $p$ is a Hermitian projector. `spinPolarised_average` fills every spin-up spinor and finds $D=\tfrac12\,\mathbb 1$. With two pairs this is a two-electron state, so an even electron number does not by itself ensure $P'=P$.
